# With a fixed error bound per grid point, worst-case noise at a psinc midpoint grows at least logarithmically with the number of points, for odd grids

Q: Give me the smallest example in which psinc interpolation makes noise larger.

A: Take three points on a ring of length $2\pi$, at $0$, $2\pi/3$ and $4\pi/3$. The psinc function is $D(x)=(1+2\cos x)/3$, and each grid value is multiplied by a copy of $D$ centred on its own point. At the midpoint $\pi/3$ the three weights are

$$D(\pi/3)=\tfrac23,\qquad D(-\pi/3)=\tfrac23,\qquad D(-\pi)=-\tfrac13 .$$

They sum to 1, so constant data are reproduced. Errors of $+0.01,+0.01,-0.01$, however, shift the midpoint value by $0.01\cdot\tfrac53\approx0.0167$. The negative weight is what makes this possible.

Q: A factor of $5/3$ is harmless. Why should it grow?

A: Let $N=2m+1$ and $D(x)=\frac1N\sum_{k=-m}^{m}e^{ikx}$. First we need a closed form,

$$N\sin(x/2)\,D(x)=\sin(Nx/2).$$

It is trivial for $m=0$. Raising the cutoff to $m+1$ adds $2\cos((m+1)x)$ to the sum of waves, and

$$2\cos((m+1)x)\sin\tfrac x2=\sin\tfrac{(2m+3)x}2-\sin\tfrac{(2m+1)x}2,$$

which turns the old right-hand side into the new one.

At the midpoint $\pi/N$, grid point $j=0,\dots,N-1$ enters with argument $x_j=(1-2j)\pi/N$. Then $\sin(Nx_j/2)=\sin(\pi/2-j\pi)=(-1)^j$. This is nonzero, so $\sin(x_j/2)$ is nonzero too, and

$$D(x_j)=\frac{(-1)^j}{N\sin\big((1-2j)\pi/2N\big)} .$$

Since $|\sin t|\le|t|$ and $|1-2j|\le 2j+1$,

$$|D(x_j)|\ge\frac{2}{|1-2j|\,\pi}\ge\frac{2}{(2j+1)\pi}.$$

The weights fall off no faster than $1/j$, and such a sum diverges. Explicitly, $\log(1+u)\le u$ with $u=2/(2j+1)$ gives $\log\frac{2j+3}{2j+1}\le\frac2{2j+1}$. Summing over $j<N$ telescopes the left side to $\log(2N+1)$. Hence

$$\Lambda:=\sum_j|D(x_j)|\ge\frac{\log(2N+1)}{\pi}.$$

Q: That bounds a sum of moduli. I asked about an interpolated value.

A: For real data with $|f_j|\le1$, we have $\sum_j f_jD(x_j)\le\sum_j|f_j||D(x_j)|\le\Lambda$. Choosing $f_j=\pm1$ with the sign of $D(x_j)$ gives equality, so $\Lambda$ is the largest value. Interpolation is linear, so noise $\varepsilon f_j$ on top of any data shifts the midpoint value by $\varepsilon\Lambda$.

Q: Now the formal version. What are its objects?

A: The file is parametrised by the cutoff `m`, so $N$ is always odd.

In Lean 4 with Mathlib:

```lean
import Mathlib

open Filter
open scoped Real

namespace PsincNoise

noncomputable section
```

`psinc` is $D$, kept complex as the plane-wave sum gives it. It carries the factor $1/N$, which the textbook Dirichlet kernel lacks.

```lean
/-- The psinc function on a periodic grid of `2m+1` points: the normalised sum of the plane
waves `exp(ikx)` with `|k| ≤ m`. -/
def psinc (m : ℕ) (x : ℝ) : ℂ :=
  (∑ k ∈ Finset.Icc (-(m : ℤ)) m, Complex.exp (k * x * Complex.I)) / (2 * m + 1)
```

The grid starts at zero and has period $2\pi$.

```lean
/-- The grid point `2πj/(2m+1)`. -/
def gridPoint (m j : ℕ) : ℝ := 2 * π * j / (2 * m + 1)
```

Data are real functions on `Fin (2 * m + 1)`, that is, on $j=0,\dots,2m$.

```lean
/-- The psinc interpolant of real grid data `f`, evaluated at `x`. -/
def interpolant (m : ℕ) (f : Fin (2 * m + 1) → ℝ) (x : ℝ) : ℂ :=
  ∑ j, (f j : ℂ) * psinc m (x - gridPoint m j)
```

`amplification` is $\Lambda$. Numerical analysts would call it the Lebesgue function evaluated at the midpoint.

```lean
/-- The sum of the absolute psinc weights with which the grid data enter the interpolated value at
`π/(2m+1)`, midway between the grid point `0` and the next one (for `m = 0`, its own periodic image
`2π`). -/
def amplification (m : ℕ) : ℝ :=
  ∑ j : Fin (2 * m + 1), ‖psinc m (π / (2 * m + 1) - gridPoint m j)‖
```

Q: If the interpolant is complex, what does "largest value" mean?

A: `largest_midpoint_value` considers the real numbers `r` for which some admissible `f` has an interpolated midpoint value equal to `r` as a complex number. `IsGreatest` says that $\Lambda$ belongs to this set and bounds it from above. No data are lost, because the proof shows that the midpoint value is real for all real `f`. The second half of the theorem is the logarithmic bound.

Q: And the noise?

A: In `noise_amplification_unbounded` you name a factor `C`. There is then a cutoff `M`, depending only on `C`, such that for every `m ≥ M`, all data `g` and every `ε > 0`, some noise `e` with $|e_j|\le\varepsilon$ moves the midpoint value by at least $C\varepsilon$.

Q: "Some noise" is chosen by an adversary. My errors aren't.

A: That is the step left to you: whether the errors in a real calculation line up with the signs of the weights. For independent errors of zero mean and equal variance they typically don't. There the midpoint variance equals the variance at a grid point, because $\sum_jD(x_j)^2=1$; this is a side calculation, which you can check on the three weights above. The growth is also slow, and the proved bound exceeds 1 only from $N=13$.

Q: Where would it matter at all?

A: Psinc functions serve as a localised basis in some electronic-structure codes, where quantities are transferred between grids. For a one-dimensional periodic grid with odd $N$, the result says that a bound on the error per grid point does not give an $N$-independent bound of the same kind between the points.

Q: Take me through the proof, then.

A: The closed form comes first, by induction on `m`. The step `hs` splits off the two new waves $k=\pm(m+1)$, and the addition formulas for the sine finish the calculation.

```lean
/-- The plane waves with `|k| ≤ m` add up to the Dirichlet kernel: their sum times `sin(x/2)`
is `sin((2m+1)x/2)`. -/
theorem planeWave_sum_mul_sin (m : ℕ) (x : ℝ) :
    (∑ k ∈ Finset.Icc (-(m : ℤ)) m, Complex.exp (k * x * Complex.I)) * Complex.sin (x / 2)
      = Complex.sin ((2 * m + 1) * x / 2) := by
  induction m with
  | zero => simp
  | succ m ih =>
    -- enlarging the cutoff adds the two waves `k = ±(m+1)`
    have hs : Finset.Icc (-((m + 1 : ℕ) : ℤ)) ((m + 1 : ℕ) : ℤ)
        = insert ((m : ℤ) + 1) (insert (-((m : ℤ) + 1)) (Finset.Icc (-(m : ℤ)) m)) := by
      ext k
      simp only [Finset.mem_insert, Finset.mem_Icc]
      omega
    have h1 : (((m : ℤ) + 1 : ℤ) : ℂ) = (m : ℂ) + 1 := by simp
    have h2 : ((-((m : ℤ) + 1) : ℤ) : ℂ) = -((m : ℂ) + 1) := by simp
    have s1 : Complex.sin ((2 * ((m + 1 : ℕ) : ℂ) + 1) * x / 2)
        = Complex.sin (((m : ℂ) + 1) * x + x / 2) := by
      congr 1
      push_cast
      ring
    have s2 : Complex.sin ((2 * (m : ℂ) + 1) * x / 2)
        = Complex.sin (((m : ℂ) + 1) * x - x / 2) := by
      congr 1
      ring
    rw [hs, Finset.sum_insert (by simp only [Finset.mem_insert, Finset.mem_Icc]; omega),
      Finset.sum_insert (by simp only [Finset.mem_Icc]; omega), add_mul, add_mul, ih,
      h1, h2, Complex.exp_mul_I, Complex.exp_mul_I, neg_mul, Complex.cos_neg, Complex.sin_neg,
      s1, s2, Complex.sin_add, Complex.sin_sub]
    ring
```

Dividing by $N$ gives the statement for `psinc`, still without dividing by the sine.

```lean
/-- Closed form of the psinc function, written without division:
`D(x) (2m+1) sin(x/2) = sin((2m+1)x/2)`. -/
theorem psinc_mul_sin (m : ℕ) (x : ℝ) :
    psinc m x * (((2 * m + 1) * Real.sin (x / 2) : ℝ) : ℂ)
      = ((Real.sin ((2 * m + 1) * x / 2) : ℝ) : ℂ) := by
  have hN : (2 * (m : ℂ) + 1) ≠ 0 := by
    exact_mod_cast (by omega : 2 * m + 1 ≠ 0)
  have h := planeWave_sum_mul_sin m x
  unfold psinc
  push_cast
  rw [← h, ← mul_assoc, div_mul_cancel₀ _ hN]
```

At the midpoint, `e2` computes the phase $\pi/2-j\pi$. If the sine in the denominator vanished, $(-1)^j$ would be zero; only after excluding this does the proof divide.

```lean
/-- At the midpoint the psinc weight of grid point `j` is real, with alternating sign in the
numerator and a nonvanishing sine in the denominator. -/
theorem psinc_midpoint (m j : ℕ) :
    Real.sin ((1 - 2 * j) * π / (2 * m + 1) / 2) ≠ 0 ∧
    psinc m (π / (2 * m + 1) - gridPoint m j)
      = (((-1) ^ j / ((2 * m + 1) * Real.sin ((1 - 2 * j) * π / (2 * m + 1) / 2)) : ℝ) : ℂ) := by
  have hN : (2 * (m : ℝ) + 1) ≠ 0 := by positivity
  have hi : (2 * (m : ℝ) + 1) * (2 * (m : ℝ) + 1)⁻¹ = 1 := mul_inv_cancel₀ hN
  have h := psinc_mul_sin m (π / (2 * m + 1) - gridPoint m j)
  have e1 : (π / (2 * m + 1) - gridPoint m j) / 2 = (1 - 2 * j) * π / (2 * m + 1) / 2 := by
    unfold gridPoint
    ring
  have e2 : (2 * m + 1) * (π / (2 * m + 1) - gridPoint m j) / 2 = π / 2 - j * π := by
    unfold gridPoint
    linear_combination (π / 2 - j * π) * hi
  rw [e1, e2, Real.sin_pi_div_two_sub, Real.cos_nat_mul_pi] at h
  have hs : Real.sin ((1 - 2 * j) * π / (2 * m + 1) / 2) ≠ 0 := by
    intro h0
    rw [h0, mul_zero, Complex.ofReal_zero, mul_zero] at h
    exact pow_ne_zero j (by norm_num : (-1 : ℝ) ≠ 0) (Complex.ofReal_eq_zero.mp h.symm)
  refine ⟨hs, ?_⟩
  rw [Complex.ofReal_div, eq_div_iff (Complex.ofReal_ne_zero.mpr (mul_ne_zero hN hs))]
  exact h
```

The lower bound on each weight follows. `hsin` obtains $|\sin t|\le|t|$ from $\cos 2t\ge1-(2t)^2/2$, and `hb` bounds the denominator.

```lean
/-- The midpoint weight of grid point `j` decays no faster than `1/j`: its modulus is at least
`2/((2j+1)π)`. -/
theorem le_norm_psinc_midpoint (m j : ℕ) :
    2 / ((2 * (j : ℝ) + 1) * π) ≤ ‖psinc m (π / (2 * m + 1) - gridPoint m j)‖ := by
  obtain ⟨hs, h⟩ := psinc_midpoint m j
  have hN : 0 < 2 * (m : ℝ) + 1 := by positivity
  have hi : (2 * (m : ℝ) + 1) * (2 * (m : ℝ) + 1)⁻¹ = 1 := mul_inv_cancel₀ hN.ne'
  -- `|sin t| ≤ |t|`, from `1 - (2t)²/2 ≤ cos 2t`
  have hsin : ∀ t : ℝ, |Real.sin t| ≤ |t| := by
    intro t
    have h1 := Real.one_sub_sq_div_two_le_cos (x := 2 * t)
    rw [Real.cos_two_mul] at h1
    exact sq_le_sq.mp (by nlinarith [Real.sin_sq_add_cos_sq t])
  have hb : (2 * (m : ℝ) + 1) * |Real.sin ((1 - 2 * j) * π / (2 * m + 1) / 2)|
      ≤ (2 * j + 1) * π / 2 := by
    have e : (2 * (m : ℝ) + 1) * ((1 - 2 * j) * π / (2 * m + 1) / 2) = (1 - 2 * j) * π / 2 := by
      linear_combination ((1 - 2 * j) * π / 2) * hi
    have hj : 0 ≤ (j : ℝ) * π := by positivity
    refine (mul_le_mul_of_nonneg_left (hsin _) hN.le).trans ?_
    rw [← abs_of_pos hN, ← abs_mul, abs_of_pos hN, e]
    exact abs_le.mpr ⟨by nlinarith [Real.pi_pos], by nlinarith⟩
  rw [h, Complex.norm_real, Real.norm_eq_abs, abs_div, abs_pow, abs_neg, abs_one, one_pow,
    abs_mul, abs_of_pos hN, div_le_div_iff₀ (by positivity) (mul_pos hN (abs_pos.mpr hs))]
  linarith
```

The telescoping is another induction, with one logarithm inequality per step.

```lean
/-- The sum of `2/(2j+1)` over `j < n` is at least `log(2n+1)`. -/
theorem log_le_odd_sum (n : ℕ) :
    Real.log (2 * n + 1) ≤ ∑ j ∈ Finset.range n, 2 / (2 * (j : ℝ) + 1) := by
  induction n with
  | zero => simp
  | succ n ih =>
    have hb : 0 < 2 * (n : ℝ) + 1 := by positivity
    have ha : 0 < 2 * (n : ℝ) + 3 := by positivity
    have h := Real.log_le_sub_one_of_pos (div_pos ha hb)
    have e : (2 * (n : ℝ) + 3) / (2 * n + 1) - 1 = 2 / (2 * n + 1) := by
      rw [eq_div_iff hb.ne', sub_mul, div_mul_cancel₀ _ hb.ne']
      ring
    have hc : 2 * ((n + 1 : ℕ) : ℝ) + 1 = 2 * n + 3 := by
      push_cast
      ring
    rw [Real.log_div ha.ne' hb.ne', e] at h
    rw [Finset.sum_range_succ, hc]
    linarith
```

Taking $n=N$ terms and comparing them one by one with the weights gives the bound on $\Lambda$.

```lean
/-- With `N = 2m+1` grid points, the summed absolute midpoint weights are at least
`log(2N+1)/π`. -/
theorem log_le_amplification (m : ℕ) :
    Real.log (2 * (2 * m + 1) + 1) / π ≤ amplification m := by
  have h := log_le_odd_sum (2 * m + 1)
  have hc : ((2 * m + 1 : ℕ) : ℝ) = 2 * m + 1 := by simp
  rw [hc] at h
  calc Real.log (2 * (2 * m + 1) + 1) / π
      ≤ (∑ j ∈ Finset.range (2 * m + 1), 2 / (2 * (j : ℝ) + 1)) / π :=
        div_le_div_of_nonneg_right h Real.pi_pos.le
    _ = ∑ j : Fin (2 * m + 1), 2 / (2 * ((j : ℕ) : ℝ) + 1) / π := by
        rw [Finset.sum_div, Finset.sum_range]
    _ ≤ amplification m :=
        Finset.sum_le_sum fun j _ => (div_div _ _ _).trans_le (le_norm_psinc_midpoint m j)
```

For the maximum, `choose` names the real weights `w`. The data `if 0 ≤ w j then 1 else -1` attain $\Lambda$, and the closing `calc` is the upper estimate, term by term.

```lean
/-- Among real grid data bounded by one, the largest interpolated midpoint value is the sum of
the absolute psinc weights, and for `N = 2m+1` points it is at least `log(2N+1)/π`. -/
theorem largest_midpoint_value (m : ℕ) :
    IsGreatest {r : ℝ | ∃ f : Fin (2 * m + 1) → ℝ, (∀ j, |f j| ≤ 1) ∧
      interpolant m f (π / (2 * m + 1)) = (r : ℂ)} (amplification m) ∧
    Real.log (2 * (2 * m + 1) + 1) / π ≤ amplification m := by
  refine ⟨?_, log_le_amplification m⟩
  have hw : ∀ j : Fin (2 * m + 1), ∃ w : ℝ,
      psinc m (π / (2 * m + 1) - gridPoint m j) = (w : ℂ) :=
    fun j => ⟨_, (psinc_midpoint m j).2⟩
  choose w hw using hw
  have hA : amplification m = ∑ j, |w j| :=
    Finset.sum_congr rfl fun j _ => by rw [hw, Complex.norm_real, Real.norm_eq_abs]
  have hI : ∀ f : Fin (2 * m + 1) → ℝ,
      interpolant m f (π / (2 * m + 1)) = ((∑ j, f j * w j : ℝ) : ℂ) := by
    intro f
    rw [Complex.ofReal_sum]
    exact Finset.sum_congr rfl fun j _ => by rw [hw, Complex.ofReal_mul]
  constructor
  · -- the worst data follow the signs of the weights
    refine ⟨fun j => if 0 ≤ w j then 1 else -1, fun j => ?_, ?_⟩
    · by_cases h : 0 ≤ w j <;> simp [h]
    · rw [hI, hA]
      refine congrArg Complex.ofReal (Finset.sum_congr rfl fun j _ => ?_)
      by_cases h : 0 ≤ w j
      · simp [h, abs_of_nonneg h]
      · simp [h, abs_of_neg (not_le.mp h)]
  · rintro r ⟨f, hf, hr⟩
    rw [hI] at hr
    rw [← Complex.ofReal_injective hr, hA]
    refine Finset.sum_le_sum fun j _ => ?_
    calc f j * w j ≤ |f j * w j| := le_abs_self _
      _ = |f j| * |w j| := abs_mul _ _
      _ ≤ |w j| := mul_le_of_le_one_left (abs_nonneg _) (hf j)
```

Divergence follows by comparison with the logarithm.

```lean
/-- The sum of the absolute psinc weights at the midpoint tends to infinity as the grid is refined.
-/
theorem amplification_tendsto : Tendsto amplification atTop atTop := by
  have h : Tendsto (fun m : ℕ => 2 * (2 * (m : ℝ) + 1) + 1) atTop atTop := by
    refine tendsto_atTop_mono (fun m => ?_) tendsto_natCast_atTop_atTop
    have hm : (0 : ℝ) ≤ m := m.cast_nonneg
    linarith
  exact tendsto_atTop_mono log_le_amplification
    ((Real.tendsto_log_atTop.comp h).atTop_div_const Real.pi_pos)
```

Finally, the worst data are scaled by `ε`. In `hd` linearity removes `g`, leaving a shift of $\varepsilon\Lambda\ge C\varepsilon$.

```lean
/-- For any factor `C`, on every sufficiently fine grid and for any data `g`, some noise of size
at most `ε > 0` per grid point changes the interpolated midpoint value by at least `C ε`. -/
theorem noise_amplification_unbounded (C : ℝ) :
    ∃ M : ℕ, ∀ m ≥ M, ∀ g : Fin (2 * m + 1) → ℝ, ∀ ε > 0,
      ∃ e : Fin (2 * m + 1) → ℝ, (∀ j, |e j| ≤ ε) ∧
        C * ε ≤ ‖interpolant m (fun j => g j + e j) (π / (2 * m + 1))
          - interpolant m g (π / (2 * m + 1))‖ := by
  obtain ⟨M, hM⟩ := eventually_atTop.mp (amplification_tendsto.eventually_ge_atTop C)
  refine ⟨M, fun m hm g ε hε => ?_⟩
  obtain ⟨f, hf, hv⟩ := (largest_midpoint_value m).1.1
  refine ⟨fun j => ε * f j, fun j => ?_, ?_⟩
  · rw [abs_mul, abs_of_pos hε]
    exact mul_le_of_le_one_right hε.le (hf j)
  · -- interpolation is linear, so the data `g` drop out
    have hd : interpolant m (fun j => g j + ε * f j) (π / (2 * m + 1))
        - interpolant m g (π / (2 * m + 1))
        = (ε : ℂ) * interpolant m f (π / (2 * m + 1)) := by
      unfold interpolant
      rw [← Finset.sum_sub_distrib, Finset.mul_sum]
      refine Finset.sum_congr rfl fun j _ => ?_
      rw [Complex.ofReal_add, Complex.ofReal_mul]
      ring
    rw [hd, hv, ← Complex.ofReal_mul, Complex.norm_real, Real.norm_eq_abs]
    have h1 := mul_le_mul_of_nonneg_left (hM m hm) hε.le
    linarith [le_abs_self (ε * amplification m)]

end

end PsincNoise
```

```lean
#print axioms PsincNoise.noise_amplification_unbounded
```

```
'PsincNoise.noise_amplification_unbounded' depends on axioms: [propext, Classical.choice, Quot.sound]
```
